# Uniform amplitudes give a uniform direct ring coupled-cluster residual in a two-channel model

The direct ring coupled-cluster equation, which leaves out exchange, asks for amplitudes `T` at which the residual `K + (D + K) * T + T * (D + K) + T * K * T` vanishes. The lemma evaluates this residual for two channels, with the identity as the gap matrix `D`, every entry of the coupling `K` equal to 2, and every amplitude equal to a real number `t`. It states that all four entries of the residual are then 2 + 10t + 8t², without requiring `t` to be a solution. The attempt compares the matrices entry by entry, expanding each entry with `simp` and leaving the remaining algebra to `ring`.

This version doesn't compile in Lean 4 with Mathlib:

```lean
import Mathlib

open Matrix Filter Topology
open scoped NNReal ENNReal

namespace UniformResidual

noncomputable section

variable {n : Type*} [Fintype n] [DecidableEq n]

/-- The residual of the direct ring coupled-cluster equation (without exchange) at the amplitudes
`T`. -/
def ringResidual (D K T : Matrix n n ℝ) : Matrix n n ℝ :=
  K + (D + K) * T + T * (D + K) + T * K * T

/-- The two-channel matrix with all four entries equal to `c`. -/
def uniform (c : ℝ) : Matrix (Fin 2) (Fin 2) ℝ := !![c, c; c, c]

/-- With unit gaps and uniform coupling 2, the residual at uniform amplitudes `t` is uniform,
with entries `2 + 10 t + 8 t ^ 2`. -/
theorem uniform_residual (t : ℝ) :
    ringResidual 1 (uniform 2) (uniform t) = uniform (2 + 10 * t + 8 * t ^ 2) := by
  ext i j
  fin_cases i <;> fin_cases j <;>
    simp [ringResidual, uniform, Matrix.mul_apply, Fin.sum_univ_two, Matrix.one_apply] <;> ring

end

end UniformResidual
```

Messages:

```
Try this:
  [apply] ring_nf
  
  The `ring` tactic failed to close the goal. Use `ring_nf` to obtain a normal form.
    
  Note that `ring` works primarily in *commutative* rings. If you have a noncommutative ring, abelian group or module, consider using `noncomm_ring`, `abel` or `module` instead.
Try this:
  [apply] ring_nf
  
  The `ring` tactic failed to close the goal. Use `ring_nf` to obtain a normal form.
    
  Note that `ring` works primarily in *commutative* rings. If you have a noncommutative ring, abelian group or module, consider using `noncomm_ring`, `abel` or `module` instead.
Try this:
  [apply] ring_nf
  
  The `ring` tactic failed to close the goal. Use `ring_nf` to obtain a normal form.
    
  Note that `ring` works primarily in *commutative* rings. If you have a noncommutative ring, abelian group or module, consider using `noncomm_ring`, `abel` or `module` instead.
Try this:
  [apply] ring_nf
  
  The `ring` tactic failed to close the goal. Use `ring_nf` to obtain a normal form.
    
  Note that `ring` works primarily in *commutative* rings. If you have a noncommutative ring, abelian group or module, consider using `noncomm_ring`, `abel` or `module` instead.
Main.lean:23:81: error: unsolved goals
case «0».«0»
t : ℝ
⊢ 2 + t * 5 + t ^ 2 * 8 + (![t, t] ᵥ* (1 + !![2, 2; 2, 2])) 0 = 2 + t * 10 + t ^ 2 * 8

case «0».«1»
t : ℝ
⊢ 2 + t * 5 + t ^ 2 * 8 + (![t, t] ᵥ* (1 + !![2, 2; 2, 2])) 1 = 2 + t * 10 + t ^ 2 * 8

case «1».«0»
t : ℝ
⊢ 2 + t * 5 + t ^ 2 * 8 + (![t, t] ᵥ* (1 + !![2, 2; 2, 2])) 0 = 2 + t * 10 + t ^ 2 * 8

case «1».«1»
t : ℝ
⊢ 2 + t * 5 + t ^ 2 * 8 + (![t, t] ᵥ* (1 + !![2, 2; 2, 2])) 1 = 2 + t * 10 + t ^ 2 * 8
```

Diagnosis. The four "Try this" messages say that `ring` failed to close a goal, once for each entry, and the error shows what was left. In every case one product is still unexpanded: `![t, t] ᵥ* (1 + !![2, 2; 2, 2])`, a row of `T` times the matrix `D + K`. Its entry equals 5t, just what the left side lacks, but `ring` does not compute matrix products and treats it as an unknown.

The full `simp` also uses Mathlib's own simplification rules, and these turned `T * (D + K)`, whose left factor is an explicit matrix, into row-times-matrix form. `Matrix.mul_apply` expands an entry of a matrix product, so it no longer applied.

The repair first runs `simp only` with a short list of lemmas, which expands the sums and products into entries before those other rules can interfere. `Matrix.one_fin_two` writes the identity as an explicit two-by-two matrix, taking over from `Matrix.one_apply`. After the split into cases, `simp` has only individual entries to evaluate, and `ring` finishes the algebra.

Fix (accepted with no message):

```diff
@@ -23,6 +23,7 @@
     ringResidual 1 (uniform 2) (uniform t) = uniform (2 + 10 * t + 8 * t ^ 2) := by
   ext i j
-  fin_cases i <;> fin_cases j <;>
-    simp [ringResidual, uniform, Matrix.mul_apply, Fin.sum_univ_two, Matrix.one_apply] <;> ring
+  simp only [ringResidual, uniform, Matrix.one_fin_two, Matrix.add_apply, Matrix.mul_apply,
+    Fin.sum_univ_two]
+  fin_cases i <;> fin_cases j <;> simp <;> ring
 
 end
```
